# The free energy change of a harmonic mode on scaling its frequency by r, divided by T, tends to ln r at high temperature

The lemma concerns a single quantum harmonic mode with levels w(n + 1/2), in units where ħ and k_B are 1, and its Helmholtz free energy F(w, T) = −T ln Q, with Q the partition function. It states that for fixed r, w > 0 the quotient (F(rw, T) − F(w, T))/T tends to ln r as T → ∞. The attempt first shows, from the derivative of sinh(ax) at zero, that sinh(ax)/x tends to a as x tends to zero through nonzero values. Putting x = w/(2T), it divides the limit for a = r by that for a = 1 and takes the logarithm. It then has to show that the function whose limit has been found equals the free energy quotient for every T > 0.

The first attempt, which Lean rejects:

```lean
import Mathlib

open Filter Topology

namespace TendstoSofteningAtTop

noncomputable section

/-- Partition function of a harmonic mode of frequency `w > 0` at temperature `T > 0`:
the Boltzmann sum over the levels `w (n + 1/2)`, in units with `ħ = k_B = 1`. -/
def partitionFunction (w T : ℝ) : ℝ := ∑' n : ℕ, Real.exp (-(w * (n + 1 / 2)) / T)

/-- Helmholtz free energy `-T ln Q` of a harmonic mode, where `Q` is its partition function, for
`w > 0` and `T > 0`. -/
def freeEnergy (w T : ℝ) : ℝ := -T * Real.log (partitionFunction w T)

/-- For `w, T > 0` the Boltzmann sum of a harmonic mode equals `1 / (2 sinh (w / 2T))`. -/
theorem partitionFunction_eq {w T : ℝ} (hw : 0 < w) (hT : 0 < T) :
    partitionFunction w T = 1 / (2 * Real.sinh (w / (2 * T))) := by
  have hq : Real.exp (-(w / T)) < 1 :=
    Real.exp_lt_one_iff.2 (by have := div_pos hw hT; linarith)
  -- the Boltzmann factors form a geometric sequence
  have hterm : ∀ n : ℕ, Real.exp (-(w * (n + 1 / 2)) / T)
      = Real.exp (-(w / (2 * T))) * Real.exp (-(w / T)) ^ n := by
    intro n
    rw [← Real.exp_nat_mul, ← Real.exp_add]
    congr 1
    ring
  have h1 : Real.exp (w / (2 * T)) * Real.exp (-(w / (2 * T))) = 1 := by
    rw [← Real.exp_add, add_neg_cancel, Real.exp_zero]
  have h2 : Real.exp (-(w / T))
      = Real.exp (-(w / (2 * T))) * Real.exp (-(w / (2 * T))) := by
    rw [← Real.exp_add]
    congr 1
    ring
  have hs : 1 - Real.exp (-(w / T))
      = Real.exp (-(w / (2 * T))) * (2 * Real.sinh (w / (2 * T))) := by
    rw [Real.sinh_eq, h2]
    linear_combination -h1
  unfold partitionFunction
  simp_rw [hterm]
  rw [tsum_mul_left, tsum_geometric_of_lt_one (Real.exp_pos _).le hq, hs, mul_inv,
    ← mul_assoc, mul_inv_cancel₀ (Real.exp_pos _).ne', one_mul, one_div]

/-- For `w, T > 0` the free energy of a harmonic mode is `T ln (2 sinh (w / 2T))`. -/
theorem freeEnergy_eq {w T : ℝ} (hw : 0 < w) (hT : 0 < T) :
    freeEnergy w T = T * Real.log (2 * Real.sinh (w / (2 * T))) := by
  unfold freeEnergy
  rw [partitionFunction_eq hw hT, one_div, Real.log_inv]
  ring

/-- Scaling the frequency by `r > 0` changes the free energy by `T` times the logarithm
of a ratio of hyperbolic sines, for `w, T > 0`. -/
theorem freeEnergy_sub {r w T : ℝ} (hr : 0 < r) (hw : 0 < w) (hT : 0 < T) :
    freeEnergy (r * w) T - freeEnergy w T
      = T * Real.log (Real.sinh (r * w / (2 * T)) / Real.sinh (w / (2 * T))) := by
  have h1 : 0 < Real.sinh (r * w / (2 * T)) := Real.sinh_pos_iff.2 (by positivity)
  have h2 : 0 < Real.sinh (w / (2 * T)) := Real.sinh_pos_iff.2 (by positivity)
  rw [freeEnergy_eq (mul_pos hr hw) hT, freeEnergy_eq hw hT, ← mul_sub,
    ← Real.log_div (mul_pos two_pos h1).ne' (mul_pos two_pos h2).ne',
    mul_div_mul_left _ _ two_ne_zero]

/-- For `r, w > 0`, the free energy change on scaling the frequency by `r`, divided by `T`,
tends to `ln r` at high temperature. -/
theorem tendsto_softening_atTop {r w : ℝ} (hr : 0 < r) (hw : 0 < w) :
    Tendsto (fun T => (freeEnergy (r * w) T - freeEnergy w T) / T) atTop
      (𝓝 (Real.log r)) := by
  -- sinh is linear near the origin
  have key : ∀ a : ℝ, Tendsto (fun x => Real.sinh (a * x) / x) (𝓝[≠] 0) (𝓝 a) := by
    intro a
    have h : HasDerivAt (fun x : ℝ => Real.sinh (a * x)) a 0 :=
      (((hasDerivAt_id' (0 : ℝ)).const_mul a).sinh).congr_deriv (by simp)
    exact (hasDerivAt_iff_tendsto_slope.1 h).congr (fun x => by simp [slope_def_field])
  have h2T : Tendsto (fun T : ℝ => 2 * T) atTop atTop :=
    tendsto_id.const_mul_atTop two_pos
  have hx : Tendsto (fun T : ℝ => w / (2 * T)) atTop (𝓝[≠] 0) :=
    tendsto_nhdsWithin_iff.2 ⟨tendsto_const_nhds.div_atTop h2T,
      (eventually_gt_atTop 0).mono fun T hT => (div_pos hw (mul_pos two_pos hT)).ne'⟩
  have h : Tendsto (fun T : ℝ => Real.log (Real.sinh (r * (w / (2 * T))) / (w / (2 * T)) /
      (Real.sinh (1 * (w / (2 * T))) / (w / (2 * T))))) atTop (𝓝 (Real.log (r / 1))) :=
    (((key r).comp hx).div ((key 1).comp hx) one_ne_zero).log (by simpa using hr.ne')
  rw [div_one] at h
  refine h.congr' ((eventually_gt_atTop 0).mono fun T hT => ?_)
  have hne : w / (2 * T) ≠ 0 := (div_pos hw (mul_pos two_pos hT)).ne'
  rw [freeEnergy_sub hr hw hT, mul_div_cancel_left₀ _ hT.ne',
    div_div_div_cancel_right₀ hne, one_mul, ← mul_div_assoc]

end

end TendstoSofteningAtTop
```

Lean reports:

```
Main.lean:85:6: error: Tactic `rewrite` failed: Did not find an occurrence of the pattern
  freeEnergy (r * w) T - freeEnergy w T
in the target expression
  Real.log (Real.sinh (r * (w / (2 * T))) / (w / (2 * T)) / (Real.sinh (1 * (w / (2 * T))) / (w / (2 * T)))) =
    (fun T => (freeEnergy (r * w) T - freeEnergy w T) / T) T

r w : ℝ
hr : 0 < r
hw : 0 < w
key : ∀ (a : ℝ), Tendsto (fun x => Real.sinh (a * x) / x) (𝓝[≠] 0) (𝓝 a)
h2T : Tendsto (fun T => 2 * T) atTop atTop
hx : Tendsto (fun T => w / (2 * T)) atTop (𝓝[≠] 0)
h :
  Tendsto
    (fun T =>
      Real.log (Real.sinh (r * (w / (2 * T))) / (w / (2 * T)) / (Real.sinh (1 * (w / (2 * T))) / (w / (2 * T)))))
    atTop (𝓝 (Real.log r))
T : ℝ
hT : 0 < T
hne : w / (2 * T) ≠ 0
⊢ Real.log (Real.sinh (r * (w / (2 * T))) / (w / (2 * T)) / (Real.sinh (1 * (w / (2 * T))) / (w / (2 * T)))) =
    (fun T => (freeEnergy (r * w) T - freeEnergy w T) / T) T
```

The change, after which it compiles:

```diff
@@ -66,5 +66,5 @@
     Tendsto (fun T => (freeEnergy (r * w) T - freeEnergy w T) / T) atTop
       (𝓝 (Real.log r)) := by
-  -- sinh is linear near the origin
+  -- sinh (a x) / x tends to a as x tends to zero
   have key : ∀ a : ℝ, Tendsto (fun x => Real.sinh (a * x) / x) (𝓝[≠] 0) (𝓝 a) := by
     intro a
@@ -83,4 +83,5 @@
   refine h.congr' ((eventually_gt_atTop 0).mono fun T hT => ?_)
   have hne : w / (2 * T) ≠ 0 := (div_pos hw (mul_pos two_pos hT)).ne'
+  show _ = (freeEnergy (r * w) T - freeEnergy w T) / T
   rw [freeEnergy_sub hr hw hT, mul_div_cancel_left₀ _ hT.ne',
     div_div_div_cancel_right₀ hne, one_mul, ← mul_div_assoc]
```

Diagnosis. The error is in this last step. The right side of the goal is the free energy quotient, but written as a function applied to `T`, with the argument not yet substituted into the body: `(fun T => (freeEnergy (r * w) T - freeEnergy w T) / T) T`. Inside the `fun`, `T` is a bound variable, whereas the left side of `freeEnergy_sub hr hw hT` contains the particular temperature `T` of the context. The two look the same in print, but `rw` does not carry out the substitution (beta reduction) before it searches, so it finds no occurrence of the pattern.

The added `show` line restates the goal with the substitution made, which Lean accepts because the two forms are equal by definition; the `_` leaves the left side as it was. The difference of free energies at the context's `T` now stands in the goal, and `rw` can rewrite it.

The other change rewords a comment so that it states the limit in `key` exactly; it has no bearing on the error.
